# The complete ternary tree on n qubits gives 2n+1 anticommuting Pauli strings of weight log₃(2n+1)

To simulate a fermionic Hamiltonian on qubits, a code can replace each Majorana operator by a Pauli string. The strings must reproduce the Majorana relations, and their weight, the number of qubits on which they act nontrivially, affects the cost of the circuits.

Take the complete ternary tree of depth \(h\), put a qubit at each of its \(n\) internal nodes, and label the three edges below every node X, Y, Z. A root-to-leaf path \(p\) defines a string \(S_p\): at each node on the path it has the letter of the edge taken, and elsewhere the identity. Then \(2n+1=3^h\), and

\[
S_pS_q+S_qS_p=2\delta_{pq},\qquad \mathrm{weight}(S_p)=h=\log_3(2n+1),\qquad \prod_p S_p=\pm i^n .
\]

In lexicographic order the sign is plus.

## Encoding n fermionic modes

A code keeps \(2n\) of the strings as Majorana operators \(\gamma_j\) and pairs them into \(n\) annihilation operators \((\gamma_j+i\gamma_k)/2\). For a complete tree, each Majorana operator therefore has a weight that grows only logarithmically with the number of modes. The product formula identifies the omitted string: up to a phase it is the product of the others, and so it represents total fermion parity up to sign.

## Letters at the branching node

**Counting.** Level \(k\) has \(3^k\) nodes, so \(n=\sum_{k=0}^{h-1}3^k=(3^h-1)/2\). A path leaves exactly one node on each of the \(h\) internal levels, which gives weight \(h\).

**Anticommutation.** Let \(p\neq q\) separate at node \(m\). Above \(m\) their letters agree and commute. At \(m\) they are different Pauli matrices and contribute \(-1\). At every other node at least one letter is the identity. Hence \(S_pS_q=-S_qS_p\). Since each letter is Hermitian and squares to one, so does each \(S_p\).

**Product.** Consider a qubit at level \(k\). In lexicographic order, the paths through it contribute \(r=3^{h-k-1}\) letters X, then \(r\) letters Y, then \(r\) letters Z; all other paths contribute identities. As \(r\) is odd,

\[
X^rY^rZ^r=XYZ=i .
\]

Multiplying over the qubits gives \(i^n\). Any other order is reached by exchanging neighbours, each exchange changing the sign.

**Smallest cases.** For \(h=1\) there is one qubit, and the strings are X, Y and Z. For \(h=0\) there are no qubits, and the single string is the number 1.

## The Lean file

```lean
import Mathlib

open Matrix

namespace CompleteTernaryTree

noncomputable section

local notation "M₂" => Matrix (Fin 2) (Fin 2) ℂ

/-- The single-qubit operators: `none` is the identity, and the labels 0, 1, 2 are the Pauli
matrices X, Y, Z. -/
def pauli : Option (Fin 3) → M₂
  | none => 1
  | some 0 => !![0, 1; 1, 0]
  | some 1 => !![0, -Complex.I; Complex.I, 0]
  | some 2 => !![1, 0; 0, -1]

/-- The tensor product of one single-qubit operator per site, as a matrix on the
computational basis. -/
def tensorOp {ι : Type} [Fintype ι] (A : ι → M₂) : Matrix (ι → Fin 2) (ι → Fin 2) ℂ :=
  Matrix.of fun x y => ∏ v, A v (x v) (y v)

/-- The internal nodes of the complete ternary tree of depth `h`, each given by the edge labels
on the way from the root. Every node carries one qubit. -/
def nodes : ℕ → Finset (List (Fin 3))
  | 0 => ∅
  | h + 1 => insert [] ((Finset.univ ×ˢ nodes h).image fun x => x.1 :: x.2)

/-- The leaves of the complete ternary tree of depth `h`, in lexicographic order. -/
def leaves : ℕ → List (List (Fin 3))
  | 0 => [[]]
  | h + 1 => (leaves h).map (fun p => 0 :: p) ++ (leaves h).map (fun p => 1 :: p) ++
      (leaves h).map (fun p => 2 :: p)

/-- The letter at node `v` of the Pauli string of a path: the label of the edge by which the path
leaves `v`, or the identity if the path does not leave `v` by an edge. -/
def letter : List (Fin 3) → List (Fin 3) → Option (Fin 3)
  | _, [] => none
  | [], c :: _ => some c
  | a :: v, c :: p => if a = c then letter v p else none

/-- The Pauli string of the path `p`, as an operator on the qubits of the tree of depth `h`. -/
def pathString (h : ℕ) (p : List (Fin 3)) :
    Matrix ({v // v ∈ nodes h} → Fin 2) ({v // v ∈ nodes h} → Fin 2) ℂ :=
  tensorOp fun v : {v // v ∈ nodes h} => pauli (letter v.1 p)

/-- The weight of the string of `p`: the number of qubits with a nonidentity letter. -/
def weight (h : ℕ) (p : List (Fin 3)) : ℕ :=
  ((nodes h).filter fun v => letter v p ≠ none).card

/-- The identity and the Pauli matrices are Hermitian and square to one, distinct Pauli matrices
anticommute, and XYZ = i. -/
theorem pauli_algebra :
    (∀ a, (pauli a)ᴴ = pauli a) ∧ (∀ a, pauli a * pauli a = 1) ∧
    (∀ a b : Fin 3, a ≠ b →
      pauli (some a) * pauli (some b) = -(pauli (some b) * pauli (some a))) ∧
    pauli (some 0) * pauli (some 1) * pauli (some 2) = Complex.I • (1 : M₂) := by
  refine ⟨fun a => ?_, fun a => ?_, fun a b hab => ?_, ?_⟩
  · match a with
    | none => simp [pauli]
    | some 0 | some 1 | some 2 =>
      ext i j; fin_cases i <;> fin_cases j <;> simp [pauli]
  · match a with
    | none => simp [pauli]
    | some 0 | some 1 | some 2 =>
      ext i j; fin_cases i <;> fin_cases j <;> simp [pauli, Matrix.mul_apply, Fin.sum_univ_two]
  · match a, b, hab with
    | 0, 0, h | 1, 1, h | 2, 2, h => exact absurd rfl h
    | 0, 1, _ | 0, 2, _ | 1, 0, _ | 1, 2, _ | 2, 0, _ | 2, 1, _ =>
      ext i j; fin_cases i <;> fin_cases j <;> simp [pauli, Matrix.mul_apply, Fin.sum_univ_two]
  · ext i j; fin_cases i <;> fin_cases j <;> simp [pauli, Matrix.mul_apply, Fin.sum_univ_two]

/-- Tensor products multiply site by site, scalars can be pulled out of every site, and the
tensor product of identities is the identity. -/
theorem tensorOp_rules (ι : Type) [Fintype ι] [DecidableEq ι] :
    (∀ A B : ι → M₂, tensorOp A * tensorOp B = tensorOp fun v => A v * B v) ∧
    (∀ (c : ι → ℂ) (A : ι → M₂), tensorOp (fun v => c v • A v) = (∏ v, c v) • tensorOp A) ∧
    tensorOp (fun _ : ι => (1 : M₂)) = 1 := by
  refine ⟨fun A B => ?_, fun c A => ?_, ?_⟩
  · ext x z
    simp only [tensorOp, Matrix.mul_apply, Matrix.of_apply, ← Finset.prod_mul_distrib]
    rw [Finset.prod_univ_sum, Fintype.piFinset_univ]
  · ext x y
    simp [tensorOp, Finset.prod_mul_distrib]
  · ext x y
    by_cases hxy : x = y
    · subst hxy; simp [tensorOp]
    · obtain ⟨v, hv⟩ := Function.ne_iff.mp hxy
      rw [Matrix.one_apply_ne hxy]
      exact Finset.prod_eq_zero (Finset.mem_univ v) (Matrix.one_apply_ne hv)

/-- The internal nodes are the label sequences shorter than `h`, and their number n satisfies
2n + 1 = 3^h. -/
theorem nodes_spec (h : ℕ) :
    (∀ v, v ∈ nodes h ↔ v.length < h) ∧ 2 * (nodes h).card + 1 = 3 ^ h := by
  constructor
  · induction h with
    | zero => simp [nodes]
    | succ h ih =>
      intro v
      cases v with
      | nil => simp [nodes]
      | cons a v => simp [nodes, ih]
  · induction h with
    | zero => simp [nodes]
    | succ h ih =>
      have inj : Function.Injective fun x : Fin 3 × List (Fin 3) => x.1 :: x.2 := by
        rintro ⟨a, v⟩ ⟨b, w⟩ e
        simpa using e
      rw [nodes, Finset.card_insert_of_notMem (by simp), Finset.card_image_of_injective _ inj,
        Finset.card_product, Finset.card_univ, Fintype.card_fin, pow_succ]
      omega

/-- The list of leaves has no repetition, has 3^h entries, and consists of all label sequences
of length `h`. -/
theorem leaves_spec (h : ℕ) :
    (leaves h).Nodup ∧ (leaves h).length = 3 ^ h ∧ ∀ p, p ∈ leaves h ↔ p.length = h := by
  induction h with
  | zero => simp [leaves]
  | succ h ih =>
    obtain ⟨hn, hlen, hmem⟩ := ih
    refine ⟨?_, ?_, fun p => ?_⟩
    · refine List.Nodup.append (List.Nodup.append (hn.map List.cons_injective)
        (hn.map List.cons_injective) ?_) (hn.map List.cons_injective) ?_
      · intro q h1 h2
        obtain ⟨a, -, rfl⟩ := List.mem_map.1 h1
        simp at h2
      · intro q h1 h2
        obtain ⟨a, -, rfl⟩ := List.mem_map.1 h2
        simp at h1
    · simp only [leaves, List.length_append, List.length_map, hlen, pow_succ]
      omega
    · cases p with
      | nil => simp [leaves]
      | cons a p => fin_cases a <;> simp [leaves, hmem]

/-- Every root-to-leaf string has weight `h`, which is the logarithm to base 3 of 2n + 1 for
n qubits. -/
theorem weight_eq_log (h : ℕ) (p : List (Fin 3)) (hp : p.length = h) :
    weight h p = h ∧ (weight h p : ℝ) = Real.logb 3 (2 * (nodes h).card + 1) := by
  have hm := fun k => (nodes_spec k).1
  have hw : weight h p = h := by
    induction h generalizing p with
    | zero => simp [weight, nodes]
    | succ h ih =>
      cases p with
      | nil => simp at hp
      | cons c p =>
        -- the path meets the root, and then the nodes it meets in the subtree `c`
        have e : (nodes (h + 1)).filter (fun v => letter v (c :: p) ≠ none) =
            insert [] (((nodes h).filter fun v => letter v p ≠ none).image fun v => c :: v) := by
          ext v
          cases v with
          | nil => simp [letter, hm]
          | cons a v =>
            by_cases hac : a = c
            · subst hac; simp [letter, hm]
            · simp [letter, hac, Ne.symm hac]
        have ihp := ih p (by simpa using hp)
        unfold weight at ihp ⊢
        rw [e, Finset.card_insert_of_notMem (by simp),
          Finset.card_image_of_injective _ List.cons_injective, ihp]
  have hc : (2 * (nodes h).card + 1 : ℝ) = 3 ^ h := by exact_mod_cast (nodes_spec h).2
  refine ⟨hw, ?_⟩
  rw [hw, hc, Real.logb_pow, Real.logb_self_eq_one (by norm_num), mul_one]

/-- For two distinct paths of length `h` there is one qubit where the letters anticommute; at all
other nodes they commute. -/
theorem branching_node (h : ℕ) (p q : List (Fin 3)) (hp : p.length = h) (hq : q.length = h)
    (hpq : p ≠ q) : ∃ m ∈ nodes h, ∀ v, pauli (letter v p) * pauli (letter v q) =
      (if v = m then (-1 : ℂ) else 1) • (pauli (letter v q) * pauli (letter v p)) := by
  induction h generalizing p q with
  | zero => simp_all
  | succ h ih =>
    match p, q with
    | [], _ => simp at hp
    | _ :: _, [] => simp at hq
    | c :: p, d :: q =>
      by_cases hcd : c = d
      · subst hcd
        obtain ⟨m, hm, hv⟩ := ih p q (by simpa using hp) (by simpa using hq) (by simpa using hpq)
        refine ⟨c :: m, by simpa [nodes] using hm, fun v => ?_⟩
        cases v with
        | nil => simp [letter]
        | cons a v =>
          by_cases hac : a = c
          · subst hac; simpa [letter] using hv v
          · simp [letter, hac]
      · refine ⟨[], by simp [nodes], fun v => ?_⟩
        cases v with
        | nil => simpa [letter] using pauli_algebra.2.2.1 c d hcd
        | cons a v =>
          by_cases hac : a = c
          · subst hac; simp [letter, hcd, pauli]
          · simp [letter, hac, pauli]

/-- The root-to-leaf strings are Hermitian and obey the Majorana relations
S_p S_q + S_q S_p = 2 δ_pq. -/
theorem majorana_relations (h : ℕ) (p q : List (Fin 3)) (hp : p.length = h)
    (hq : q.length = h) : (pathString h p)ᴴ = pathString h p ∧
    pathString h p * pathString h q + pathString h q * pathString h p =
      if p = q then 2 else 0 := by
  obtain ⟨tmul, tsmul, tone⟩ := tensorOp_rules {v // v ∈ nodes h}
  constructor
  · ext x y
    simp only [pathString, tensorOp, Matrix.conjTranspose_apply, Matrix.of_apply, star_prod]
    exact Finset.prod_congr rfl fun v _ =>
      congrFun (congrFun (pauli_algebra.1 (letter v.1 p)) (x v)) (y v)
  · by_cases hpq : p = q
    · subst hpq
      have hs : pathString h p * pathString h p = 1 := by
        simp only [pathString, tmul, pauli_algebra.2.1, tone]
      rw [hs, if_pos rfl, one_add_one_eq_two]
    · obtain ⟨m, hm, hv⟩ := branching_node h p q hp hq hpq
      -- the signs of all qubits multiply to -1
      have hs : ∏ v : {v // v ∈ nodes h}, (if v.1 = m then (-1 : ℂ) else 1) = -1 := by
        rw [Finset.prod_coe_sort (nodes h) (fun v => if v = m then (-1 : ℂ) else 1)]
        simp [hm]
      have ha : pathString h p * pathString h q = -(pathString h q * pathString h p) := by
        unfold pathString
        rw [tmul, tmul, funext fun v : {v // v ∈ nodes h} => hv v.1, tsmul, hs, neg_one_smul]
      rw [ha, if_neg hpq, neg_add_cancel]

/-- At each single qubit, the letters of all root-to-leaf strings, multiplied in lexicographic
order, give i times the identity. -/
theorem site_product (h : ℕ) : ∀ v : List (Fin 3), v.length < h →
    ((leaves h).map fun p => pauli (letter v p)).prod = Complex.I • (1 : M₂) := by
  obtain ⟨-, hsq, -, hxyz⟩ := pauli_algebra
  induction h with
  | zero => intro v hv; simp at hv
  | succ h ih =>
    intro v hv
    cases v with
    | nil =>
      -- each Pauli matrix occurs an odd number of times in a row
      have hodd : ∀ a, pauli a ^ 3 ^ h = pauli a := by
        intro a
        obtain ⟨k, hk⟩ := (show Odd (3 : ℕ) by decide).pow (n := h)
        rw [hk, pow_succ, pow_mul, pow_two, hsq, one_pow, one_mul]
      simp only [leaves, List.map_append, List.prod_append, List.map_map, Function.comp_def,
        letter, List.map_const', List.prod_replicate, (leaves_spec h).2.1, hodd, hxyz]
    | cons a v =>
      -- only the subtree that contains the node contributes
      have block : ∀ c, ((leaves h).map fun p => pauli (letter (a :: v) (c :: p))).prod =
          if a = c then Complex.I • (1 : M₂) else 1 := by
        intro c
        by_cases hac : a = c
        · simpa [letter, hac] using ih v (by simpa using hv)
        · simp [letter, hac, pauli]
      simp only [leaves, List.map_append, List.prod_append, List.map_map, Function.comp_def,
        block]
      fin_cases a <;> simp

/-- In lexicographic order the root-to-leaf strings multiply to i^n times the identity, where n
is the number of qubits. -/
theorem lexicographic_product (h : ℕ) :
    ((leaves h).map (pathString h)).prod = Complex.I ^ (nodes h).card • 1 := by
  obtain ⟨tmul, tsmul, tone⟩ := tensorOp_rules {v // v ∈ nodes h}
  have key : ∀ l : List (List (Fin 3)), (l.map (pathString h)).prod =
      tensorOp fun v : {v // v ∈ nodes h} => (l.map fun p => pauli (letter v.1 p)).prod := by
    intro l
    induction l with
    | nil => simp only [List.map_nil, List.prod_nil, tone]
    | cons p l ih => simp only [List.map_cons, List.prod_cons, ih, pathString, tmul]
  rw [key, funext fun v : {v // v ∈ nodes h} =>
    site_product h v.1 (((nodes_spec h).1 v.1).1 v.2), tsmul, tone]
  simp

/-- List all leaves of the complete ternary tree once, in any order. The 3^h strings have weight
`h`, anticommute pairwise, and multiply to i^n or -i^n times the identity for n qubits. -/
theorem complete_ternary_tree (h : ℕ) (l : List (List (Fin 3))) (hn : l.Nodup)
    (hl : ∀ p, p ∈ l ↔ p.length = h) :
    l.length = 3 ^ h ∧ (∀ p ∈ l, weight h p = h) ∧
    (∀ p ∈ l, ∀ q ∈ l, p ≠ q →
      pathString h p * pathString h q = -(pathString h q * pathString h p)) ∧
    ((l.map (pathString h)).prod = Complex.I ^ (nodes h).card • 1 ∨
      (l.map (pathString h)).prod = -(Complex.I ^ (nodes h).card • 1)) := by
  obtain ⟨hnod, hlen, hmem⟩ := leaves_spec h
  have hperm : l.Perm (leaves h) :=
    (List.perm_ext_iff_of_nodup hn hnod).2 fun p => by rw [hl, hmem]
  have anti : ∀ p q : List (Fin 3), p.length = h → q.length = h → p ≠ q →
      pathString h p * pathString h q = -(pathString h q * pathString h p) := by
    intro p q hp hq hpq
    have e := (majorana_relations h p q hp hq).2
    rw [if_neg hpq] at e
    exact eq_neg_of_add_eq_zero_left e
  -- a reordering changes the product at most by a sign
  have reorder : ∀ l₁ l₂ : List (List (Fin 3)), l₁.Perm l₂ → (∀ p ∈ l₁, p.length = h) →
      (l₁.map (pathString h)).prod = (l₂.map (pathString h)).prod ∨
      (l₁.map (pathString h)).prod = -(l₂.map (pathString h)).prod := by
    intro l₁ l₂ hp hlen₁
    induction hp with
    | nil => simp
    | cons x _ ih =>
      rcases ih (fun p hp => hlen₁ p (List.mem_cons_of_mem _ hp)) with e | e <;> simp [e]
    | swap x y l =>
      by_cases hyx : y = x
      · subst hyx; exact Or.inl rfl
      · right
        simp only [List.map_cons, List.prod_cons]
        rw [← mul_assoc, anti y x (hlen₁ y (by simp)) (hlen₁ x (by simp)) hyx, neg_mul,
          mul_assoc]
    | trans h1 _ ih1 ih2 =>
      rcases ih1 hlen₁ with e1 | e1 <;>
        rcases ih2 (fun p hp => hlen₁ p (h1.mem_iff.2 hp)) with e2 | e2 <;> simp [e1, e2]
  refine ⟨hperm.length_eq.trans hlen, fun p hp => (weight_eq_log h p ((hl p).1 hp)).1,
    fun p hp q hq => anti p q ((hl p).1 hp) ((hl q).1 hq), ?_⟩
  rw [← lexicographic_product h]
  exact reorder l (leaves h) hperm fun p hp => (hl p).1 hp

end

end CompleteTernaryTree
```

```lean
#print axioms CompleteTernaryTree.complete_ternary_tree
```

```
'CompleteTernaryTree.complete_ternary_tree' depends on axioms: [propext, Classical.choice, Quot.sound]
```

## From the Lean statements to the encoding

Nodes and leaves are lists of edge labels 0, 1, 2, standing for X, Y, Z. By `nodes_spec` and `leaves_spec`, internal nodes have length below `h` and leaves have length `h`. `pathString h p` is an actual \(2^n\times2^n\) matrix, indexed by assignments of 0 or 1 to the nodes, so no linear qubit order is needed. `pauli` fixes the usual sign of Y, and with it \(XYZ=+i\).

The final theorem, `complete_ternary_tree`, takes any list `l` that contains every leaf exactly once. It gives the number of strings, their weight, pairwise anticommutation and the product up to sign. The logarithm is in `weight_eq_log`, the Hermiticity and unit squares in `majorana_relations`, and the exact phase in `lexicographic_product`.

The proofs follow the derivation, but use induction on depth, removing the first edge label:

- `pauli_algebra` checks the 2×2 identities entry by entry, and `tensorOp_rules` lets tensor products be multiplied site by site.
- `branching_node` compares first labels. If they differ, the root is the branching node; otherwise the induction continues in the common subtree. `majorana_relations` multiplies the resulting signs.
- `site_product` treats the root by odd powers and any other node by the one subtree containing it. `lexicographic_product` combines the sites.
- The last theorem follows a permutation of the leaves through neighbour swaps.

The theorems concern complete trees only, hence \(n=0,1,4,13,\dots\); other numbers of qubits, as in a pruned tree, are not covered. They neither choose the pairing into modes or the vacuum state, nor say that the weight is optimal. They also concern these matrices, not a program's bit masks and phase tracking, which still need testing.
